# The exponential average of the vertical gap between two classical harmonic surfaces does not depend on their displacement

To obtain the free energy of a redox step or of a change in a defect's charge state, one can sample geometries from the Boltzmann distribution of the initial surface $E_1$, compute the vertical gap $E_2-E_1$ to the final surface at each, average $e^{-\beta(E_2-E_1)}$, where $\beta=1/k_BT$, and multiply the logarithm of this average by $-1/\beta$. If an electron is exchanged with a reservoir, its energy there is counted in these surfaces. For classical harmonic surfaces that separate into the same modes, with positive force constants, the exact average has a closed form, against which such a sampling code can be compared. It contains the minimum energies and the force constants, but not the positions of the minima.

## Surfaces, weights and averages

```lean
import Mathlib

open MeasureTheory Real

namespace HarmonicVerticalGap

noncomputable section

variable {X : Type*} [MeasureSpace X] {n : Type*} [Fintype n]
```

Configurations $x$ lie in a space `X` with a measure $dx$, and `n` is a finite set of mode labels. For an energy $E(x)$ and an observable $f(x)$ set $Z[E]=\int e^{-\beta E}dx$, $\rho=e^{-\beta E}/Z$, $\langle f\rangle=\int\rho f\,dx$ and $F=-\beta^{-1}\ln Z$, with subscripts 1 and 2 naming the surface. $Z$ is configurational: momenta and quantised vibrations are absent.

```lean
/-- Classical partition function `Z = ∫ exp(-β E)` of an energy surface `E`. -/
def partitionFn (β : ℝ) (E : X → ℝ) : ℝ := ∫ x, exp (-β * E x)

/-- Boltzmann density `exp(-β E) / Z` of the surface `E`. -/
def boltz (β : ℝ) (E : X → ℝ) (x : X) : ℝ := exp (-β * E x) / partitionFn β E

/-- Thermal average of `f` over the Boltzmann density of `E`. -/
def thermalAvg (β : ℝ) (E f : X → ℝ) : ℝ := ∫ x, boltz β E x * f x

/-- Free energy `F = -(1/β) ln Z` of the surface `E`. -/
def freeEnergy (β : ℝ) (E : X → ℝ) : ℝ := -(1 / β) * log (partitionFn β E)

/-- Boltzmann factor `exp(-β (E₂ - E₁))` of the vertical gap at a configuration. -/
def gapFactor {Y : Type*} (β : ℝ) (E₁ E₂ : Y → ℝ) (y : Y) : ℝ := exp (-β * (E₂ y - E₁ y))
```

`parabola k D d` is the curve $D+\tfrac12k(Q-d)^2$ in a real coordinate $Q$, with force constant $k$, minimum energy $D$ and minimum position $d$. `modes` adds one such term for each label $i$, and `width` is $w(k)=\sqrt{2\pi/(\beta k)}$. On $\mathbb R$ and $\mathbb R^n$ the measure is Lebesgue measure. The condition $\beta>0$ means positive temperature, and $k>0$ a bound mode.

```lean
/-- Harmonic curve `D + k (Q - d)² / 2`. -/
def parabola (k D d Q : ℝ) : ℝ := D + k * (Q - d) ^ 2 / 2

/-- Surface of independent harmonic modes, `D + ∑ᵢ kᵢ (Qᵢ - dᵢ)² / 2`. -/
def modes (k : n → ℝ) (D : ℝ) (d Q : n → ℝ) : ℝ := D + ∑ i, parabola (k i) 0 (d i) (Q i)

/-- Gaussian width factor `√(2π / (β k))`. -/
def width (β k : ℝ) : ℝ := √(2 * π / (β * k))
```

## (a) Normalisation

Show that $Z>0$ gives $\int\rho\,dx=1$.

Since $Z$ is a constant, $\int e^{-\beta E}/Z\,dx=Z/Z=1$. `integral_div` pulls $Z$ out and `div_self` cancels it.

```lean
/-- If `Z > 0`, the Boltzmann density integrates to one. -/
theorem boltz_normalized {β : ℝ} {E : X → ℝ} (hZ : 0 < partitionFn β E) :
    ∫ x, boltz β E x = 1 := by
  unfold boltz
  rw [integral_div]
  exact div_self hZ.ne'
```

## (b) The Zwanzig identity

For arbitrary $E_1,E_2$ with $Z_1>0$ and $e^{-\beta E_2}$ integrable, show that $A=\langle e^{-\beta(E_2-E_1)}\rangle_1$ exists and that $Z_1A=Z_2$.

At each $x$,
$$\rho_1e^{-\beta(E_2-E_1)}=\frac{e^{-\beta E_1}e^{-\beta(E_2-E_1)}}{Z_1}=\frac{e^{-\beta E_2}}{Z_1}.$$
The right side is a constant times an integrable function, and integrating gives $A=Z_2/Z_1$. The pointwise equality is `h`, after which `const_mul` and `integral_const_mul` handle the constant. The identity appears here in product form; its logarithmic free-energy form is stated in (f), for two parabolas.

```lean
/-- Zwanzig identity: if `Z₁ > 0` and `exp(-β E₂)` is integrable, the average of the gap
factor over state 1 exists and `Z₁ ⟨exp(-β (E₂ - E₁))⟩₁ = Z₂`. -/
theorem zwanzig {β : ℝ} {E₁ E₂ : X → ℝ} (hZ : 0 < partitionFn β E₁)
    (h₂ : Integrable fun x => exp (-β * E₂ x)) :
    Integrable (fun x => boltz β E₁ x * gapFactor β E₁ E₂ x) ∧
      partitionFn β E₁ * thermalAvg β E₁ (gapFactor β E₁ E₂) = partitionFn β E₂ := by
  -- the weight of state 1 cancels pointwise
  have h : (fun x => boltz β E₁ x * gapFactor β E₁ E₂ x)
      = fun x => (partitionFn β E₁)⁻¹ * exp (-β * E₂ x) := by
    funext x
    have he : exp (-β * E₂ x) = exp (-β * E₁ x) * exp (-β * (E₂ x - E₁ x)) := by
      rw [← Real.exp_add]
      congr 1
      ring
    unfold boltz gapFactor
    rw [he, div_eq_mul_inv, mul_comm (exp (-β * E₁ x)) (partitionFn β E₁)⁻¹, mul_assoc]
  refine ⟨by rw [h]; exact h₂.const_mul _, ?_⟩
  unfold thermalAvg
  rw [h, integral_const_mul, ← mul_assoc, mul_inv_cancel₀ hZ.ne', one_mul]
  rfl
```

## (c) One harmonic curve

For $\beta,k>0$, show that the weight is integrable and $Z=e^{-\beta D}w(k)$ for every $D$ and $d$.

Put $b=\beta k/2>0$ and $x=Q-d$:
$$Z=e^{-\beta D}\int e^{-b(Q-d)^2}dQ=e^{-\beta D}\int e^{-bx^2}dx=e^{-\beta D}\sqrt{\pi/b},\qquad \frac{\pi}{b}=\frac{2\pi}{\beta k}.$$
Here `h` splits off $e^{-\beta D}$, `hs` is the substitution that removes $d$, `integral_gaussian` supplies $\sqrt{\pi/b}$, and `hw` is the last equality.

```lean
/-- For `β, k > 0` the Boltzmann weight of a harmonic curve is integrable and
`Z = exp(-β D) √(2π / (β k))`, whatever the position `d` of the minimum. -/
theorem partition_parabola {β k : ℝ} (hβ : 0 < β) (hk : 0 < k) (D d : ℝ) :
    Integrable (fun Q => exp (-β * parabola k D d Q)) ∧
      partitionFn β (parabola k D d) = exp (-β * D) * width β k := by
  have h : (fun Q => exp (-β * parabola k D d Q))
      = fun Q => exp (-β * D) * exp (-(β * k / 2) * (Q - d) ^ 2) := by
    funext Q
    rw [← Real.exp_add]
    congr 1
    unfold parabola
    ring
  have hb : 0 < β * k / 2 := by positivity
  -- translation invariance removes `d`
  have hs : ∫ Q : ℝ, exp (-(β * k / 2) * (Q - d) ^ 2) = ∫ x : ℝ, exp (-(β * k / 2) * x ^ 2) :=
    integral_sub_right_eq_self (fun x : ℝ => exp (-(β * k / 2) * x ^ 2)) d
  have hw : π / (β * k / 2) = 2 * π / (β * k) := by
    rw [div_div_eq_mul_div, mul_comm π 2]
  refine ⟨?_, ?_⟩
  · rw [h]
    exact ((integrable_exp_neg_mul_sq hb).comp_sub_right d).const_mul _
  · unfold partitionFn width
    rw [h, integral_const_mul, hs, integral_gaussian, hw]
```

## (d) Ratio of widths

For $\beta,k_1,k_2>0$, show that $w(k_2)=\sqrt{k_1/k_2}\,w(k_1)$.

Combine the two roots on the right and compare radicands: $\frac{k_1}{k_2}\cdot\frac{2\pi}{\beta k_1}=\frac{2\pi}{\beta k_2}$. These steps are `Real.sqrt_mul` and `field_simp`.

```lean
/-- The width factors of two curvatures differ by the factor `√(k₁ / k₂)`. -/
theorem width_ratio {β k₁ k₂ : ℝ} (hβ : 0 < β) (h₁ : 0 < k₁) (h₂ : 0 < k₂) :
    width β k₂ = √(k₁ / k₂) * width β k₁ := by
  have := hβ.ne'
  have := h₁.ne'
  have := h₂.ne'
  unfold width
  rw [← Real.sqrt_mul (div_pos h₁ h₂).le]
  congr 1
  field_simp
```

## (e) The gap average for two curves

Let $E_1=\tfrac12k_1Q^2$ and $E_2=D+\tfrac12k_2(Q-d)^2$ with $\beta,k_1,k_2>0$ and $D,d$ any real numbers. Show that $\rho_1$ is normalised, that $A$ exists, and that $A=e^{-\beta D}\sqrt{k_1/k_2}$.

By (c), $Z_1=w(k_1)>0$, $Z_2=e^{-\beta D}w(k_2)$, and $e^{-\beta E_2}$ is integrable, so (a) and (b) apply. With (d),
$$Z_1A=Z_2=e^{-\beta D}\sqrt{k_1/k_2}\;w(k_1)=Z_1\,e^{-\beta D}\sqrt{k_1/k_2},$$
and $Z_1\neq0$ cancels. $E_1$ is `parabola k₁ 0 0`, the three conjuncts are the three claims, and `mul_left_cancel₀` performs the cancellation. The statement concerns the exact integral and says nothing on how quickly a finite sample approaches it as $|d|$ grows.

```lean
/-- For `E₁ = k₁ Q² / 2` and `E₂ = D + k₂ (Q - d)² / 2` the Boltzmann density of `E₁` is
normalized, and the average of `exp(-β (E₂ - E₁))` over it exists and equals
`exp(-β D) √(k₁ / k₂)` for every `d`. -/
theorem gap_average {β k₁ k₂ : ℝ} (hβ : 0 < β) (h₁ : 0 < k₁) (h₂ : 0 < k₂) (D d : ℝ) :
    ∫ Q, boltz β (parabola k₁ 0 0) Q = 1 ∧
    Integrable (fun Q => boltz β (parabola k₁ 0 0) Q *
      gapFactor β (parabola k₁ 0 0) (parabola k₂ D d) Q) ∧
    thermalAvg β (parabola k₁ 0 0) (gapFactor β (parabola k₁ 0 0) (parabola k₂ D d))
      = exp (-β * D) * √(k₁ / k₂) := by
  have hp₁ := (partition_parabola hβ h₁ 0 0).2
  have hp₂ := partition_parabola hβ h₂ D d
  rw [mul_zero, Real.exp_zero, one_mul] at hp₁
  have hZ : 0 < partitionFn β (parabola k₁ 0 0) := by
    rw [hp₁]
    unfold width
    positivity
  have hz := zwanzig hZ hp₂.1
  refine ⟨boltz_normalized hZ, hz.1, ?_⟩
  -- the average is `Z₂ / Z₁`
  apply mul_left_cancel₀ hZ.ne'
  rw [hz.2, hp₂.2, hp₁, width_ratio hβ h₁ h₂]
  ring
```

## (f) Free-energy difference

For the curves of (e), show that $F_2-F_1=-\beta^{-1}\ln A=D+\ln(k_2/k_1)/(2\beta)$.

From $Z_2=Z_1A$ with both factors positive, $\ln Z_2=\ln Z_1+\ln A$, and multiplying by $-1/\beta$ gives the first equality. From (e), $\ln A=-\beta D+\tfrac12(\ln k_1-\ln k_2)$, which gives the second. The two branches after `constructor` follow this order, each splitting a logarithm with `Real.log_mul`. For equal force constants the logarithm vanishes and $F_2-F_1=D$ at every temperature.

```lean
/-- For the same two curves, `F₂ - F₁ = -(1/β) ln ⟨exp(-β (E₂ - E₁))⟩₁`, and this quantity
equals `D + ln(k₂ / k₁) / (2β)`. -/
theorem freeEnergy_gap {β k₁ k₂ : ℝ} (hβ : 0 < β) (h₁ : 0 < k₁) (h₂ : 0 < k₂) (D d : ℝ) :
    freeEnergy β (parabola k₂ D d) - freeEnergy β (parabola k₁ 0 0)
      = -(1 / β) * log (thermalAvg β (parabola k₁ 0 0)
          (gapFactor β (parabola k₁ 0 0) (parabola k₂ D d))) ∧
    -(1 / β) * log (thermalAvg β (parabola k₁ 0 0)
          (gapFactor β (parabola k₁ 0 0) (parabola k₂ D d)))
      = D + log (k₂ / k₁) / (2 * β) := by
  have hm := (gap_average hβ h₁ h₂ D d).2.2
  have hs : 0 < √(k₁ / k₂) := Real.sqrt_pos.mpr (div_pos h₁ h₂)
  constructor
  · have hZ : 0 < partitionFn β (parabola k₁ 0 0) := by
      rw [(partition_parabola hβ h₁ 0 0).2]
      unfold width
      positivity
    have hz := (zwanzig hZ (partition_parabola hβ h₂ D d).1).2
    have ha : thermalAvg β (parabola k₁ 0 0)
        (gapFactor β (parabola k₁ 0 0) (parabola k₂ D d)) ≠ 0 := by
      rw [hm]
      exact (mul_pos (Real.exp_pos _) hs).ne'
    unfold freeEnergy
    rw [← hz, Real.log_mul hZ.ne' ha]
    ring
  · have hb : β * β⁻¹ = 1 := mul_inv_cancel₀ hβ.ne'
    rw [hm, Real.log_mul (Real.exp_pos _).ne' hs.ne', Real.log_exp,
      Real.log_sqrt (div_pos h₁ h₂).le, Real.log_div h₁.ne' h₂.ne',
      Real.log_div h₂.ne' h₁.ne']
    linear_combination D * hb
```

## (g) Independent modes

For $E=D+\sum_i\tfrac12k_i(Q_i-d_i)^2$ with $\beta>0$ and all $k_i>0$, show that the weight is integrable and $Z=e^{-\beta D}\prod_iw(k_i)>0$.

The exponential of the sum is a product of one-variable factors, so
$$Z=e^{-\beta D}\prod_i\int e^{-\beta k_i(Q_i-d_i)^2/2}dQ_i=e^{-\beta D}\prod_iw(k_i)$$
by (c) with zero offset, and every factor is positive. The product form is `h`, the factorised integral `hp`, the value `hv`. Lean assigns the value 0 to the integral of a non-integrable function (`integral_undef`), so a positive $Z$ already implies integrability, which closes this proof.

```lean
/-- For independent modes with `β, kᵢ > 0` the Boltzmann weight is integrable and
`Z = exp(-β D) ∏ᵢ √(2π / (β kᵢ))`. -/
theorem partition_modes {β : ℝ} {k : n → ℝ} (hβ : 0 < β) (hk : ∀ i, 0 < k i) (D : ℝ)
    (d : n → ℝ) :
    Integrable (fun Q => exp (-β * modes k D d Q)) ∧ 0 < partitionFn β (modes k D d) ∧
      partitionFn β (modes k D d) = exp (-β * D) * ∏ i, width β (k i) := by
  have h : (fun Q => exp (-β * modes k D d Q))
      = fun Q => exp (-β * D) * ∏ i, exp (-β * parabola (k i) 0 (d i) (Q i)) := by
    funext Q
    simp only [modes, mul_add, Finset.mul_sum, Real.exp_add, Real.exp_sum]
  -- the integral factorises over the modes
  have hp : ∫ Q : n → ℝ, ∏ i, exp (-β * parabola (k i) 0 (d i) (Q i))
      = ∏ i, partitionFn β (parabola (k i) 0 (d i)) :=
    integral_fintype_prod_volume_eq_prod
      (fun (i : n) (q : ℝ) => exp (-β * parabola (k i) 0 (d i) q))
  have hv : partitionFn β (modes k D d) = exp (-β * D) * ∏ i, width β (k i) := by
    have h0 : partitionFn β (modes k D d) = ∫ Q, exp (-β * modes k D d Q) := rfl
    rw [h0, h, integral_const_mul, hp]
    congr 1
    refine Finset.prod_congr rfl fun i _ => ?_
    rw [(partition_parabola hβ (hk i) 0 (d i)).2, mul_zero, Real.exp_zero, one_mul]
  have hpos : 0 < partitionFn β (modes k D d) := by
    rw [hv]
    refine mul_pos (Real.exp_pos _) (Finset.prod_pos fun i _ => ?_)
    have := hk i
    unfold width
    positivity
  refine ⟨?_, hpos, hv⟩
  by_contra hn
  exact hpos.ne' (integral_undef hn)
```

## (h) The gap average for many modes

For $\beta>0$, take two such surfaces with force constants $k_{1i},k_{2i}>0$, offsets $D_1,D_2$ and arbitrary minima $d_{1i},d_{2i}$. Show that $A$ exists and
$$A=e^{-\beta(D_2-D_1)}\prod_i\sqrt{k_{1i}/k_{2i}}.$$

Parts (b) and (g) give $Z_1A=e^{-\beta D_2}\prod_iw(k_{2i})$. Applying (d) to each mode (`hw`) and writing $e^{-\beta D_2}=e^{-\beta D_1}e^{-\beta(D_2-D_1)}$ (`he`) turns the right side into $Z_1=e^{-\beta D_1}\prod_iw(k_{1i})$ times the claimed value, and $Z_1$ cancels. Both surfaces are diagonal in the same coordinates $Q_i$, so rotation of the modes between the states and anharmonic terms are excluded. A single mode with $D_1=0$ and its first minimum at the origin returns the value in (e). With no modes the product is 1 and $A=e^{-\beta(D_2-D_1)}$, the Boltzmann factor of two fixed levels.

```lean
/-- For two surfaces of independent harmonic modes with arbitrary minima, the average of
`exp(-β (E₂ - E₁))` over state 1 exists and equals `exp(-β (D₂ - D₁)) ∏ᵢ √(k₁ᵢ / k₂ᵢ)`. -/
theorem gap_average_modes {β : ℝ} {k₁ k₂ : n → ℝ} (hβ : 0 < β) (h₁ : ∀ i, 0 < k₁ i)
    (h₂ : ∀ i, 0 < k₂ i) (D₁ D₂ : ℝ) (d₁ d₂ : n → ℝ) :
    Integrable (fun Q => boltz β (modes k₁ D₁ d₁) Q *
      gapFactor β (modes k₁ D₁ d₁) (modes k₂ D₂ d₂) Q) ∧
    thermalAvg β (modes k₁ D₁ d₁) (gapFactor β (modes k₁ D₁ d₁) (modes k₂ D₂ d₂))
      = exp (-β * (D₂ - D₁)) * ∏ i, √(k₁ i / k₂ i) := by
  obtain ⟨-, hZ, hp₁⟩ := partition_modes hβ h₁ D₁ d₁
  obtain ⟨hi, -, hp₂⟩ := partition_modes hβ h₂ D₂ d₂
  have hz := zwanzig hZ hi
  have hw : ∏ i, width β (k₂ i) = (∏ i, √(k₁ i / k₂ i)) * ∏ i, width β (k₁ i) := by
    rw [← Finset.prod_mul_distrib]
    exact Finset.prod_congr rfl fun i _ => width_ratio hβ (h₁ i) (h₂ i)
  have he : exp (-β * D₂) = exp (-β * D₁) * exp (-β * (D₂ - D₁)) := by
    rw [← Real.exp_add]
    congr 1
    ring
  refine ⟨hz.1, ?_⟩
  apply mul_left_cancel₀ hZ.ne'
  rw [hz.2, hp₂, hp₁, hw, he]
  ring

end

end HarmonicVerticalGap
```

```lean
#print axioms HarmonicVerticalGap.freeEnergy_gap
-- 'HarmonicVerticalGap.freeEnergy_gap' depends on axioms: [propext, Classical.choice, Quot.sound]
#print axioms HarmonicVerticalGap.gap_average_modes
-- 'HarmonicVerticalGap.gap_average_modes' depends on axioms: [propext, Classical.choice, Quot.sound]
```
